# A weighted average of one-particle density matrices of N-electron determinants has trace N and occupations between 0 and 1

Q: A boron atom has one electron in its 2p shell. To get a spherical atom, I average over three determinants, with the electron in p_x, p_y or p_z, always spin up. Each of these spin orbitals is then an eigenvector of the averaged matrix with occupation 1/3, which no single determinant gives. Is the averaged matrix still acceptable for five electrons, with no occupation below 0 or above 1?

A: Yes. Let P_a be the one-particle density matrix of determinant a, written in orthonormal spin orbitals. It is Hermitian, satisfies P_a² = P_a and has trace N, the number of electrons. Let the weights w_a be nonnegative with sum 1, and set

γ = Σ_a w_a P_a.

The weights are real, so γ† = γ. The trace is linear, so

Tr γ = Σ_a w_a N = N.

Since P_a = P_a P_a = P_a†P_a, any vector x gives

x†γx = Σ_a w_a x†P_a†P_a x = Σ_a w_a |P_a x|² ≥ 0.

For the upper bound, look at the holes. The matrix 1 − P_a is Hermitian, and

(1 − P_a)² = 1 − 2P_a + P_a² = 1 − P_a.

Because the weights sum to 1,

Σ_a w_a (1 − P_a) = 1 − γ,

so the same argument gives x†(1 − γ)x ≥ 0. If v is a normalised eigenvector of γ with occupation λ, the two inequalities say λ ≥ 0 and 1 − λ ≥ 0.

Q: Where are the determinants in the formal version? I expect to find only matrices.

A: Only matrices, indeed. The type `n` labels a finite orthonormal set of spin orbitals, and `ι` labels the finitely many members of the ensemble.

```lean
import Mathlib

open Matrix
open scoped ComplexOrder

namespace EnsembleDensityMatrix

variable {ι n : Type*} [Fintype ι] [Fintype n] [DecidableEq n]
```

A determinant enters through its one-particle density matrix. Hermiticity and idempotency are put into a definition, and the trace N is a separate hypothesis of the main theorem:

```lean
/-- A Hermitian idempotent matrix, the form taken by the one-particle density matrix of a single
determinant in an orthonormal spin-orbital basis. -/
def IsProjector (P : Matrix n n ℂ) : Prop :=
  P.IsHermitian ∧ P * P = P
```

That the many-electron state Σ_a w_a |Φ_a⟩⟨Φ_a|, with determinants Φ_a, reduces to Σ_a w_a P_a with such P_a is the step from the model to the atom that you supply yourself. No many-electron wavefunction is constructed here.

Q: Which conventions does that fix?

A: The trace counts electrons, whereas the density matrix of a quantum state has trace 1. The orbitals are spin orbitals: a spin-summed closed-shell matrix has eigenvalue 2 and is not idempotent. The average is also a mixture:

```lean
/-- The ensemble density matrix `γ = ∑ w_a P_a` with real weights `w_a`. -/
noncomputable def ensembleDensity (w : ι → ℝ) (P : ι → Matrix n n ℂ) : Matrix n n ℂ :=
  ∑ a, (w a : ℂ) • P a
```

A coherent superposition of determinants can have cross terms in its one-particle density matrix, and this sum has none.

Q: Then show me the two inequalities in Lean.

A: The first lemma starts from the fact that P†P is positive semidefinite, then rewrites P† as P and PP as P.

```lean
omit [DecidableEq n] in
/-- A Hermitian idempotent matrix is positive semidefinite. -/
theorem IsProjector.posSemidef {P : Matrix n n ℂ} (h : IsProjector P) : P.PosSemidef := by
  -- P is its own square, and that square has the form P†P
  have h1 := Matrix.posSemidef_conjTranspose_mul_self P
  rwa [h.1.eq, h.2] at h1
```

The second expands the square of 1 − P, as above.

```lean
/-- If `P` is a Hermitian idempotent matrix, so is the hole matrix `1 - P`. -/
theorem IsProjector.hole {P : Matrix n n ℂ} (h : IsProjector P) : IsProjector (1 - P) := by
  refine ⟨Matrix.isHermitian_one.sub h.1, ?_⟩
  rw [sub_mul, mul_sub, mul_sub, h.2]
  simp
```

The third is the hole average, which uses that the weights sum to 1.

```lean
omit [Fintype n] in
/-- For weights that sum to one, the ensemble average of the hole matrices `1 - P_a`
is the hole matrix `1 - γ` of the ensemble. -/
theorem ensembleDensity_hole {w : ι → ℝ} (hw1 : ∑ a, w a = 1) (P : ι → Matrix n n ℂ) :
    ensembleDensity w (fun a => 1 - P a) = 1 - ensembleDensity w P := by
  have hc : ∑ a, (w a : ℂ) = 1 := by exact_mod_cast hw1
  simp only [ensembleDensity, smul_sub]
  rw [Finset.sum_sub_distrib, ← Finset.sum_smul, hc, one_smul]
```

The main theorem assembles them:

```lean
/-- An ensemble of Hermitian idempotent matrices of common trace `N`, with nonnegative
weights that sum to one, has a Hermitian density matrix `γ` of trace `N`, and both `γ`
and `1 - γ` are positive semidefinite. -/
theorem ensemble_representable {w : ι → ℝ} {P : ι → Matrix n n ℂ} {N : ℕ}
    (hw : ∀ a, 0 ≤ w a) (hw1 : ∑ a, w a = 1)
    (hP : ∀ a, IsProjector (P a)) (hN : ∀ a, (P a).trace = N) :
    (ensembleDensity w P).IsHermitian ∧ (ensembleDensity w P).trace = N ∧
      (ensembleDensity w P).PosSemidef ∧ (1 - ensembleDensity w P).PosSemidef := by
  have hc : ∑ a, (w a : ℂ) = 1 := by exact_mod_cast hw1
  -- nonnegative mixtures of projectors are positive semidefinite
  have mix : ∀ Q : ι → Matrix n n ℂ, (∀ a, IsProjector (Q a)) →
      (ensembleDensity w Q).PosSemidef := fun Q hQ =>
    Matrix.posSemidef_sum _ fun a _ =>
      (hQ a).posSemidef.smul (Complex.zero_le_real.mpr (hw a))
  refine ⟨(mix P hP).1, ?_, mix P hP, ?_⟩
  · simp only [ensembleDensity, Matrix.trace_sum, Matrix.trace_smul, hN, smul_eq_mul]
    rw [← Finset.sum_mul, hc, one_mul]
  · -- the same statement for the holes
    rw [← ensembleDensity_hole hw1]
    exact mix _ fun a => (hP a).hole
```

Its hypotheses are the nonnegative weights `hw`, their sum `hw1`, the projector property `hP` and the common electron number `hN`. `PosSemidef` means Hermitian with x†Mx ≥ 0 for every x. The inner statement `mix` says that any nonnegative mixture of projectors is positive semidefinite; it is applied to the P_a and to the 1 − P_a.

Q: The name `ensemble_representable` sounds stronger. Does every γ with these properties come from an ensemble of determinants?

A: The theorem argues in the other direction: the ensemble is given, and the conditions on γ follow. Constructing an ensemble for a prescribed γ is the harder half of ensemble N-representability, and it is left open here.

Q: Back to boron. My averaged γ is not idempotent. Does the failure measure anything?

A: It measures the spread of the members. Expand one squared deviation:

w_a (P_a − γ)² = w_a P_a − w_a P_a γ − γ w_a P_a + w_a γ².

Summing over a gives γ − γ² − γ² + γ², hence

Σ_a w_a (P_a − γ)² = γ − γ².

```lean
/-- For idempotent members and weights that sum to one, the idempotency defect `γ - γ²`
is the weighted mean of the squared deviations `(P_a - γ)²`. -/
theorem idempotency_defect {w : ι → ℝ} {P : ι → Matrix n n ℂ}
    (hw1 : ∑ a, w a = 1) (hP : ∀ a, P a * P a = P a) :
    ∑ a, (w a : ℂ) • ((P a - ensembleDensity w P) * (P a - ensembleDensity w P)) =
      ensembleDensity w P - ensembleDensity w P * ensembleDensity w P := by
  have hc : ∑ a, (w a : ℂ) = 1 := by exact_mod_cast hw1
  obtain ⟨γ, hγ⟩ : ∃ γ, ensembleDensity w P = γ := ⟨_, rfl⟩
  have hs : ∑ a, (w a : ℂ) • P a = γ := hγ
  rw [hγ]
  -- expand the square of each deviation
  have h : ∀ a, (w a : ℂ) • ((P a - γ) * (P a - γ)) =
      (w a : ℂ) • P a - ((w a : ℂ) • P a) * γ - γ * ((w a : ℂ) • P a)
        + (w a : ℂ) • (γ * γ) := by
    intro a
    rw [sub_mul, mul_sub, mul_sub, hP a, smul_mul_assoc, mul_smul_comm]
    module
  simp only [h]
  rw [Finset.sum_add_distrib, Finset.sum_sub_distrib, Finset.sum_sub_distrib,
    ← Finset.sum_mul, ← Finset.mul_sum, ← Finset.sum_smul, hc, one_smul, hs]
  abel
```

In Lean, `h` is the expansion for one member, and the rewriting after it carries out the sum. This identity needs neither Hermitian members nor nonnegative weights.

Q: So could a mixture of different determinants be idempotent by accident?

A: Not if they have different matrices P_a and positive weights. Suppose γ² = γ. Since each P_a − γ is Hermitian, taking the trace of both sides of the variance identity Σ_a w_a (P_a − γ)² = γ − γ² gives

Σ_a w_a Tr[(P_a − γ)†(P_a − γ)] = 0.

Each trace is the sum of the squared moduli of the entries of P_a − γ, so every term is nonnegative and must vanish. Where w_a > 0, this forces P_a = γ. Conversely, if all members of positive weight equal γ, the left side of the variance identity is zero and γ² = γ.

```lean
/-- For Hermitian idempotent members and nonnegative weights that sum to one, `γ` is
idempotent exactly when every member of positive weight equals `γ`. -/
theorem idempotent_iff_all_equal {w : ι → ℝ} {P : ι → Matrix n n ℂ}
    (hw : ∀ a, 0 ≤ w a) (hw1 : ∑ a, w a = 1) (hP : ∀ a, IsProjector (P a)) :
    ensembleDensity w P * ensembleDensity w P = ensembleDensity w P ↔
      ∀ a, 0 < w a → P a = ensembleDensity w P := by
  have hv := idempotency_defect hw1 fun a => (hP a).2
  have hH : (ensembleDensity w P).IsHermitian := by
    simp only [ensembleDensity, Matrix.IsHermitian, Matrix.conjTranspose_sum,
      Matrix.conjTranspose_smul, (hP _).1.eq, Complex.star_def, Complex.conj_ofReal]
  obtain ⟨γ, hγ⟩ : ∃ γ, ensembleDensity w P = γ := ⟨_, rfl⟩
  rw [hγ] at hv hH ⊢
  constructor
  · intro hid a ha
    rw [hid, sub_self] at hv
    -- the trace of the variance is a sum of nonnegative terms
    have ht : ∑ b, (w b : ℂ) * ((P b - γ)ᴴ * (P b - γ)).trace = 0 := by
      have h0 := congrArg Matrix.trace hv
      simp only [Matrix.trace_sum, Matrix.trace_smul, Matrix.trace_zero, smul_eq_mul] at h0
      rw [← h0]
      refine Finset.sum_congr rfl fun b _ => ?_
      rw [((hP b).1.sub hH).eq]
    have hz := (Finset.sum_eq_zero_iff_of_nonneg fun b _ =>
      mul_nonneg (Complex.zero_le_real.mpr (hw b))
        (Matrix.posSemidef_conjTranspose_mul_self (P b - γ)).trace_nonneg).mp ht
        a (Finset.mem_univ a)
    have hne : (w a : ℂ) ≠ 0 := by exact_mod_cast ha.ne'
    exact sub_eq_zero.mp (Matrix.trace_conjTranspose_mul_self_eq_zero_iff.mp
      ((mul_eq_zero.mp hz).resolve_left hne))
  · intro h
    have hz : ∑ a, (w a : ℂ) • ((P a - γ) * (P a - γ)) = 0 := by
      refine Finset.sum_eq_zero fun a _ => ?_
      rcases (hw a).eq_or_lt with h0 | h0
      · simp [← h0]
      · simp [h a h0]
    rw [hv] at hz
    exact (sub_eq_zero.mp hz).symm
```

`Finset.sum_eq_zero_iff_of_nonneg` is the step from a vanishing sum to vanishing terms.

Q: Give me numbers, preferably with members that do not commute.

A: Take one electron in two orbitals, with equal weights ½. Let the first determinant occupy orbital 1 and the second the normalised sum (1, 1)/√2. Writing matrices row by row,

P₁ = [1, 0; 0, 0], P₂ = [½, ½; ½, ½], γ = [¾, ¼; ¼, ¼].

The trace is 1 and the determinant is 3/16 − 1/16 = 1/8, so the occupations are

λ = (1 ± √½)/2 ≈ 0.854 and 0.146.

They lie between 0 and 1 but differ from the weights, because the two occupied orbitals overlap. The deviations are

P₁ − γ = [¼, −¼; −¼, −¼] = −(P₂ − γ),

and both square to 1/8 times the unit matrix. That is also γ − γ².

Q: In boron the 1s orbitals stay full and the spin-down 2p orbitals stay empty. Can an average hide a partly filled orbital behind an occupation of exactly 0 or 1?

A: No, as far as members of positive weight are concerned. If γx = 0, then

0 = x†γx = Σ_a w_a |P_a x|²,

so P_a x = 0 whenever w_a > 0. The converse follows by summing w_a P_a x.

```lean
/-- For Hermitian idempotent members and nonnegative weights, `γ` annihilates an orbital `x`
exactly when every member of positive weight annihilates it. -/
theorem empty_orbital_iff {w : ι → ℝ} {P : ι → Matrix n n ℂ}
    (hw : ∀ a, 0 ≤ w a) (hP : ∀ a, IsProjector (P a)) (x : n → ℂ) :
    ensembleDensity w P *ᵥ x = 0 ↔ ∀ a, 0 < w a → P a *ᵥ x = 0 := by
  have hx : ensembleDensity w P *ᵥ x = ∑ a, (w a : ℂ) • (P a *ᵥ x) := by
    simp only [ensembleDensity, Matrix.sum_mulVec, Matrix.smul_mulVec]
  rw [hx]
  constructor
  · intro h a ha
    -- the occupation of x is a sum of nonnegative contributions
    have hs : ∑ b, (w b : ℂ) * (star x ⬝ᵥ (P b *ᵥ x)) = 0 := by
      have h0 := congrArg (fun v => star x ⬝ᵥ v) h
      simpa only [dotProduct_sum, dotProduct_smul, smul_eq_mul, dotProduct_zero] using h0
    have hz := (Finset.sum_eq_zero_iff_of_nonneg fun b _ =>
      mul_nonneg (Complex.zero_le_real.mpr (hw b))
        ((hP b).posSemidef.dotProduct_mulVec_nonneg x)).mp hs a (Finset.mem_univ a)
    have hne : (w a : ℂ) ≠ 0 := by exact_mod_cast ha.ne'
    exact ((hP a).posSemidef.dotProduct_mulVec_zero_iff x).mp
      ((mul_eq_zero.mp hz).resolve_left hne)
  · intro h
    refine Finset.sum_eq_zero fun a _ => ?_
    rcases (hw a).eq_or_lt with h0 | h0
    · simp [← h0]
    · rw [h a h0, smul_zero]
```

Lean writes the contribution of a member as x†P_a x, and uses positive semidefiniteness to pass from x†P_a x = 0 to P_a x = 0. The vector x need not be normalised; for x ≠ 0 its occupation is x†γx / x†x.

A full orbital is an empty one for the holes: γx = x means (1 − γ)x = 0. Applying the previous result to the matrices 1 − P_a gives the statement for full orbitals.

```lean
/-- For Hermitian idempotent members and nonnegative weights that sum to one, `γ` leaves an
orbital `x` unchanged exactly when every member of positive weight does. -/
theorem filled_orbital_iff {w : ι → ℝ} {P : ι → Matrix n n ℂ}
    (hw : ∀ a, 0 ≤ w a) (hw1 : ∑ a, w a = 1) (hP : ∀ a, IsProjector (P a)) (x : n → ℂ) :
    ensembleDensity w P *ᵥ x = x ↔ ∀ a, 0 < w a → P a *ᵥ x = x := by
  -- a filled orbital is an empty orbital of the holes
  have h := empty_orbital_iff hw (fun a => (hP a).hole) x
  rw [ensembleDensity_hole hw1] at h
  simp only [Matrix.sub_mulVec, Matrix.one_mulVec, sub_eq_zero] at h
  exact ⟨fun h1 a ha => (h.1 h1.symm a ha).symm,
    fun h1 => (h.2 fun a ha => (h1 a ha).symm).symm⟩
```

Q: And is there an ensemble in Lean with genuinely fractional occupations?

A: Yes, the mixture of two orthonormal orbitals:

```lean
/-- In a basis of two orthonormal orbitals, the projectors on the two basis orbitals are Hermitian,
idempotent and of trace one; mixed with weights `p` and `1 - p` they give the diagonal matrix with
these entries. -/
theorem ensemble_witness (p : ℝ) :
    (IsProjector !![(1 : ℂ), 0; 0, 0] ∧ (!![(1 : ℂ), 0; 0, 0]).trace = 1) ∧
    (IsProjector !![(0 : ℂ), 0; 0, 1] ∧ (!![(0 : ℂ), 0; 0, 1]).trace = 1) ∧
    ensembleDensity ![p, 1 - p] ![!![(1 : ℂ), 0; 0, 0], !![(0 : ℂ), 0; 0, 1]] =
      !![(p : ℂ), 0; 0, 1 - (p : ℂ)] := by
  refine ⟨⟨⟨?_, ?_⟩, ?_⟩, ⟨⟨?_, ?_⟩, ?_⟩, ?_⟩
  · ext i j
    fin_cases i <;> fin_cases j <;> simp [Matrix.conjTranspose_apply]
  · ext i j
    fin_cases i <;> fin_cases j <;> simp [Matrix.mul_apply, Fin.sum_univ_succ]
  · simp [Matrix.trace_fin_two]
  · ext i j
    fin_cases i <;> fin_cases j <;> simp [Matrix.conjTranspose_apply]
  · ext i j
    fin_cases i <;> fin_cases j <;> simp [Matrix.mul_apply, Fin.sum_univ_succ]
  · simp [Matrix.trace_fin_two]
  · ext i j
    fin_cases i <;> fin_cases j <;> simp [ensembleDensity, Fin.sum_univ_two]

end EnsembleDensityMatrix
```

The proof compares the matrices entry by entry. The equality holds for every real p; the weights form an ensemble when 0 ≤ p ≤ 1, and the occupations are then p and 1 − p.

Q: Where would I meet this sum in a calculation?

A: For example, in a mean-field calculation of your averaged atom with fractional occupations, in a finite basis. For each determinant, the N occupied orbitals are the columns of a coefficient matrix C_a with C_a†C_a = 1. One way to build γ is to form

P_a = C_a C_a†

and add w_a P_a into γ. In a scheme of this kind the Coulomb potential is built from the density of γ, and the one-body energy is Tr(hγ), where h is the one-body Hamiltonian matrix. With atomic spin orbitals of overlap matrix S, the condition on the coefficients is C_a†S C_a = 1. The matrix D_a = C_a C_a† then satisfies D_a S D_a = D_a, and S^½ D_a S^½ is the P_a used here.

For such averages over finitely many determinants, the theorem guarantees that diagonalising γ gives occupations between 0 and 1 that add up to N.

```lean
#print axioms EnsembleDensityMatrix.ensemble_representable
-- 'EnsembleDensityMatrix.ensemble_representable' depends on axioms: [propext, Classical.choice, Quot.sound]
#print axioms EnsembleDensityMatrix.idempotent_iff_all_equal
-- 'EnsembleDensityMatrix.idempotent_iff_all_equal' depends on axioms: [propext, Classical.choice, Quot.sound]
#print axioms EnsembleDensityMatrix.filled_orbital_iff
-- 'EnsembleDensityMatrix.filled_orbital_iff' depends on axioms: [propext, Classical.choice, Quot.sound]
```
